# Exponentially decaying Dirac–Coulomb radial functions with a single power of r exist only for k < 0

For an electron with relativistic quantum number $k$ in the field of a point charge $Z>0$, with speed of light $c>0$, a nonzero pair $(P,Q)=(p,q)\,r^g e^{-\lambda r}$ with $g,\lambda>0$ solves the radial Dirac–Coulomb equations at energy $E$ (in atomic units, with the rest energy $c^2$ included) exactly when $k<0$, $g^2=k^2-(Z/c)^2$, $E=c^2g/|k|$, $\lambda=Z/|k|$ and $q=\frac{(g+k)c}{Z}\,p$. The $p_{1/2}$ symmetry has $k=1$ and therefore no solution of this form. In the usual numbering of the levels the one-term solutions are those with principal quantum number $n=|k|$, so a $1p_{1/2}$ state would be a one-term solution with $k=1$, and there is none.

```lean
import Mathlib

namespace DiracCoulombNodeless

noncomputable section

variable {c Z k E g lam p q : ℝ}

/-- The radial Dirac-Coulomb equations on `r > 0` for the large component `P` and the small
component `Q`, with nuclear charge `Z`, speed of light `c ≠ 0`, relativistic quantum number `k`
and energy `E` including the rest energy `c ^ 2`. -/
def IsRadialSolution (c Z k E : ℝ) (P Q : ℝ → ℝ) : Prop :=
  ∀ r : ℝ, 0 < r →
    HasDerivAt P (-k * P r / r + (E + c ^ 2 + Z / r) * Q r / c) r ∧
    HasDerivAt Q (k * Q r / r - (E - c ^ 2 + Z / r) * P r / c) r

/-- The radial function `a r^g exp(-lam r)`, used for `r > 0`. -/
def radial (a g lam r : ℝ) : ℝ := a * (r ^ g * Real.exp (-lam * r))

/-- The logarithmic derivative of `a r^g exp(-lam r)` is `g / r - lam`, written without
division by the function. -/
theorem hasDerivAt_radial (a g lam : ℝ) {r : ℝ} (hr : 0 < r) :
    HasDerivAt (radial a g lam) ((g / r - lam) * radial a g lam r) r := by
  have h0 : HasDerivAt (fun x : ℝ => -lam * x) (-lam) r :=
    ((hasDerivAt_id' r).const_mul (-lam)).congr_deriv (mul_one _)
  have h1 : HasDerivAt (fun x : ℝ => x ^ g) (g * r ^ (g - 1)) r :=
    Real.hasDerivAt_rpow_const (Or.inl hr.ne')
  have h := (h1.fun_mul h0.exp).const_mul a
  refine h.congr_deriv ?_
  simp only [radial]
  rw [Real.rpow_sub_one hr.ne']
  ring

/-- The pair `(p, q) r^g exp(-lam r)` solves the radial equations exactly when the coefficients
of `1 / r` and of `1` agree in both of them. -/
theorem solution_iff_coefficients (hc : 0 < c) :
    IsRadialSolution c Z k E (radial p g lam) (radial q g lam) ↔
      (g + k) * p * c = Z * q ∧ (g - k) * q * c = -Z * p ∧
      -lam * p * c = (E + c ^ 2) * q ∧ lam * q * c = (E - c ^ 2) * p := by
  constructor
  · intro h
    -- cancel the common factor at each radius
    have key : ∀ r : ℝ, 0 < r →
        (g - lam * r) * p * c = -k * p * c + ((E + c ^ 2) * r + Z) * q ∧
        (g - lam * r) * q * c = k * q * c - ((E - c ^ 2) * r + Z) * p := by
      intro r hr
      obtain ⟨h1, h2⟩ := h r hr
      have e1 := (hasDerivAt_radial p g lam hr).unique h1
      have e2 := (hasDerivAt_radial q g lam hr).unique h2
      have hw : r ^ g * Real.exp (-lam * r) ≠ 0 :=
        (mul_pos (Real.rpow_pos_of_pos hr g) (Real.exp_pos _)).ne'
      simp only [radial] at e1 e2
      generalize r ^ g * Real.exp (-lam * r) = w at e1 e2 hw
      constructor
      · apply mul_right_cancel₀ hw
        calc (g - lam * r) * p * c * w = r * c * ((g / r - lam) * (p * w)) := by
              field_simp
          _ = r * c * (-k * (p * w) / r + (E + c ^ 2 + Z / r) * (q * w) / c) := by rw [e1]
          _ = (-k * p * c + ((E + c ^ 2) * r + Z) * q) * w := by
              field_simp
      · apply mul_right_cancel₀ hw
        calc (g - lam * r) * q * c * w = r * c * ((g / r - lam) * (q * w)) := by
              field_simp
          _ = r * c * (k * (q * w) / r - (E - c ^ 2 + Z / r) * (p * w) / c) := by rw [e2]
          _ = (k * q * c - ((E - c ^ 2) * r + Z) * p) * w := by
              field_simp
    -- two radii separate the two powers of r
    obtain ⟨a1, b1⟩ := key 1 (by norm_num)
    obtain ⟨a2, b2⟩ := key 2 (by norm_num)
    refine ⟨?_, ?_, ?_, ?_⟩
    · linear_combination 2 * a1 - a2
    · linear_combination 2 * b1 - b2
    · linear_combination a2 - a1
    · linear_combination b1 - b2
  · rintro ⟨h1, h2, h3, h4⟩ r hr
    have a1 : (g + k) * p = Z * q / c := by rw [eq_div_iff hc.ne']; exact h1
    have a2 : (g - k) * q = -Z * p / c := by rw [eq_div_iff hc.ne']; exact h2
    have a3 : -lam * p = (E + c ^ 2) * q / c := by rw [eq_div_iff hc.ne']; exact h3
    have a4 : lam * q = (E - c ^ 2) * p / c := by rw [eq_div_iff hc.ne']; exact h4
    constructor
    · refine (hasDerivAt_radial p g lam hr).congr_deriv ?_
      simp only [radial]
      generalize r ^ g * Real.exp (-lam * r) = w
      linear_combination (w / r) * a1 + w * a3
    · refine (hasDerivAt_radial q g lam hr).congr_deriv ?_
      simp only [radial]
      generalize r ^ g * Real.exp (-lam * r) = w
      linear_combination (w / r) * a2 - w * a4

/-- The relation `g² = k² - (Z/c)²` for the exponent, cleared of its denominator. -/
theorem exponent_relation (hc : 0 < c) (h : g ^ 2 = k ^ 2 - (Z / c) ^ 2) :
    c ^ 2 * (k ^ 2 - g ^ 2) = Z ^ 2 := by
  have h1 : c ^ 2 * (Z / c) ^ 2 = Z ^ 2 := by
    rw [← mul_pow, mul_div_cancel₀ Z hc.ne']
  linear_combination h1 - c ^ 2 * h

/-- A nonzero pair `(p, q) r^g exp(-lam r)` with `g, lam > 0` solves the radial Dirac-Coulomb
equations exactly when `k < 0` and the exponent, energy, decay constant and ratio of components
have the stated values. -/
theorem solution_iff (hc : 0 < c) (hZ : 0 < Z) (hg : 0 < g) (hl : 0 < lam)
    (hpq : p ≠ 0 ∨ q ≠ 0) :
    IsRadialSolution c Z k E (radial p g lam) (radial q g lam) ↔
      k < 0 ∧ g ^ 2 = k ^ 2 - (Z / c) ^ 2 ∧ E = c ^ 2 * g / |k| ∧ lam = Z / |k| ∧
      q = (g + k) * c / Z * p := by
  rw [solution_iff_coefficients hc]
  constructor
  · rintro ⟨h1, h2, h3, h4⟩
    have hp : p ≠ 0 := by
      rintro rfl
      have hq : Z * q = 0 := by linear_combination -h1
      rcases mul_eq_zero.1 hq with h | h
      · exact hZ.ne' h
      · exact hpq.elim (fun t => t rfl) (fun t => t h)
    -- eliminate q and cancel p
    have A : c ^ 2 * (k ^ 2 - g ^ 2) = Z ^ 2 := by
      apply mul_left_cancel₀ hp
      linear_combination -((g - k) * c) * h1 - Z * h2
    have B : (E + c ^ 2) * (g + k) + lam * Z = 0 := by
      apply mul_left_cancel₀ (mul_ne_zero hp hc.ne')
      linear_combination (E + c ^ 2) * h1 - Z * h3
    have C : lam * (g + k) * c ^ 2 = Z * (E - c ^ 2) := by
      apply mul_left_cancel₀ hp
      linear_combination Z * h4 + lam * c * h1
    have hlZ : 0 < lam * Z := mul_pos hl hZ
    -- for k ≥ 0 the energy would be both above c² and below -c²
    have hk : k < 0 := by
      by_contra hk
      have hs : 0 < g + k := by linarith [not_lt.1 hk]
      have h5 : 0 < Z * (E - c ^ 2) := by
        rw [← C]
        exact mul_pos (mul_pos hl hs) (pow_pos hc 2)
      have h6 : 0 < E - c ^ 2 := (mul_pos_iff_of_pos_left hZ).1 h5
      have h7 : 0 < (E + c ^ 2) * (g + k) :=
        mul_pos (by linarith [pow_pos hc 2]) hs
      linarith
    have hs : g + k ≠ 0 := by
      intro h
      rw [h] at B
      linarith
    have hE : E * (-k) = c ^ 2 * g := by
      apply mul_left_cancel₀ (mul_ne_zero (pow_ne_zero 2 hc.ne') hs)
      linear_combination (-(c ^ 2 * (g + k)) / 2) * B - (E - c ^ 2) / 2 * A + Z / 2 * C
    have hL : lam * (-k) = Z := by
      apply mul_left_cancel₀ hZ.ne'
      linear_combination -k * B - (g + k) * hE + A
    have hk' : -k ≠ 0 := (neg_pos.2 hk).ne'
    rw [abs_of_neg hk]
    refine ⟨hk, ?_, (eq_div_iff hk').2 hE, (eq_div_iff hk').2 hL, ?_⟩
    · have h8 : Z ^ 2 / c ^ 2 = k ^ 2 - g ^ 2 := by
        rw [div_eq_iff (pow_ne_zero 2 hc.ne')]
        linear_combination -A
      rw [div_pow, h8]
      ring
    · rw [div_mul_eq_mul_div, eq_div_iff hZ.ne']
      linear_combination -h1
  · rintro ⟨hk, hg2, hE, hL, hq⟩
    have A := exponent_relation hc hg2
    have hk' : -k ≠ 0 := (neg_pos.2 hk).ne'
    rw [abs_of_neg hk, eq_div_iff hk'] at hE hL
    rw [div_mul_eq_mul_div, eq_div_iff hZ.ne'] at hq
    refine ⟨by linear_combination -hq, ?_, ?_, ?_⟩
    · apply mul_left_cancel₀ hZ.ne'
      linear_combination (g - k) * c * hq - p * A
    · apply mul_left_cancel₀ (mul_ne_zero hZ.ne' hk')
      linear_combination -(Z * p * c) * hL - q * Z * hE - c ^ 2 * (g - k) * hq + p * c * A
    · apply mul_left_cancel₀ (mul_ne_zero hZ.ne' hk')
      linear_combination q * Z * c * hL - Z * p * hE + Z * c * hq

/-- For `k > 0`, which includes the `p1/2` value `k = 1`, no nonzero pair
`(p, q) r^g exp(-lam r)` with `g, lam > 0` solves the radial equations at any energy. -/
theorem no_solution_of_pos (hc : 0 < c) (hZ : 0 < Z) (hg : 0 < g) (hl : 0 < lam)
    (hpq : p ≠ 0 ∨ q ≠ 0) (hk : 0 < k) :
    ¬ IsRadialSolution c Z k E (radial p g lam) (radial q g lam) := fun h =>
  lt_asymm hk ((solution_iff hc hZ hg hl hpq).1 h).1

/-- For given `k`, a nonzero solution `(p, q) r^g exp(-lam r)` with `g, lam > 0` exists at some
energy exactly when `k < 0` and `Z < c |k|`. -/
theorem exists_solution_iff (hc : 0 < c) (hZ : 0 < Z) :
    (∃ g lam E p q : ℝ, 0 < g ∧ 0 < lam ∧ (p ≠ 0 ∨ q ≠ 0) ∧
      IsRadialSolution c Z k E (radial p g lam) (radial q g lam)) ↔
      k < 0 ∧ Z < c * |k| := by
  constructor
  · rintro ⟨g, lam, E, p, q, hg, hl, hpq, h⟩
    obtain ⟨hk, hg2, -⟩ := (solution_iff hc hZ hg hl hpq).1 h
    refine ⟨hk, ?_⟩
    have A := exponent_relation hc hg2
    by_contra hn
    have h1 := pow_le_pow_left₀ (mul_nonneg hc.le (abs_nonneg k)) (not_lt.1 hn) 2
    rw [mul_pow, sq_abs] at h1
    have h2 : 0 < c ^ 2 * g ^ 2 := by positivity
    linarith
  · rintro ⟨hk, hlt⟩
    have hka : 0 < |k| := abs_pos.2 hk.ne
    have h1 : Z / c < |k| := by
      rw [div_lt_iff₀ hc]
      linarith
    have h2 : 0 < k ^ 2 - (Z / c) ^ 2 := by
      have h3 : 0 < Z / c := div_pos hZ hc
      rw [← sq_abs k]
      nlinarith
    have hg := Real.sqrt_pos.2 h2
    have hl := div_pos hZ hka
    exact ⟨√(k ^ 2 - (Z / c) ^ 2), Z / |k|, c ^ 2 * √(k ^ 2 - (Z / c) ^ 2) / |k|, 1,
      (√(k ^ 2 - (Z / c) ^ 2) + k) * c / Z * 1, hg, hl, Or.inl one_ne_zero,
      (solution_iff hc hZ hg hl (Or.inl one_ne_zero)).2
        ⟨hk, Real.sq_sqrt h2.le, rfl, rfl, rfl⟩⟩

/-- For a nonzero solution `(p, q) r^g exp(-lam r)` with `g, lam > 0`, the energy measured from the
rest energy `c ^ 2` lies strictly below the nonrelativistic hydrogenic value `-Z² / (2 k²)`. -/
theorem energy_lt_nonrelativistic (hc : 0 < c) (hZ : 0 < Z) (hg : 0 < g) (hl : 0 < lam)
    (hpq : p ≠ 0 ∨ q ≠ 0)
    (h : IsRadialSolution c Z k E (radial p g lam) (radial q g lam)) :
    E - c ^ 2 < -(Z ^ 2 / (2 * k ^ 2)) := by
  obtain ⟨hk, hg2, hE, -⟩ := (solution_iff hc hZ hg hl hpq).1 h
  have A := exponent_relation hc hg2
  rw [abs_of_neg hk, eq_div_iff (neg_pos.2 hk).ne'] at hE
  have hs : g + k ≠ 0 := by
    intro h0
    have h1 : Z ^ 2 = 0 := by linear_combination -A - c ^ 2 * (g - k) * h0
    exact (pow_pos hZ 2).ne' h1
  -- the gap is a perfect square
  have gap : (c ^ 2 - E) * (2 * k ^ 2) - Z ^ 2 = c ^ 2 * (g + k) ^ 2 := by
    linear_combination 2 * k * hE + A
  have hpos : 0 < c ^ 2 * (g + k) ^ 2 :=
    mul_pos (pow_pos hc 2) (pow_pos (abs_pos.2 hs) 2 |>.trans_eq (sq_abs _))
  have hk2 : 0 < 2 * k ^ 2 := mul_pos two_pos (sq_pos_of_neg hk)
  have hlt : Z ^ 2 / (2 * k ^ 2) < c ^ 2 - E := by
    rw [div_lt_iff₀ hk2]
    linarith
  linarith

end

end DiracCoulombNodeless
```

```lean
#print axioms DiracCoulombNodeless.solution_iff
#print axioms DiracCoulombNodeless.no_solution_of_pos
#print axioms DiracCoulombNodeless.exists_solution_iff
#print axioms DiracCoulombNodeless.energy_lt_nonrelativistic
```

```
'DiracCoulombNodeless.solution_iff' depends on axioms: [propext, Classical.choice, Quot.sound]
'DiracCoulombNodeless.no_solution_of_pos' depends on axioms: [propext, Classical.choice, Quot.sound]
'DiracCoulombNodeless.exists_solution_iff' depends on axioms: [propext, Classical.choice, Quot.sound]
'DiracCoulombNodeless.energy_lt_nonrelativistic' depends on axioms: [propext, Classical.choice, Quot.sound]
```

## The radial equations and their one-term solutions

`IsRadialSolution c Z k E P Q` says that at every $r>0$ the real functions $P$ and $Q$ have the derivatives

$$P'=-\frac{k}{r}P+\frac{E+c^2+Z/r}{c}\,Q,\qquad Q'=\frac{k}{r}Q-\frac{E-c^2+Z/r}{c}\,P .$$

These are the equations in atomic units for the potential $-Z/r$. $P$ is the large and $Q$ the small radial component, both already multiplied by $r$, and $E$ includes the rest energy $c^2$. In this sign convention $s_{1/2}$, $p_{1/2}$ and $p_{3/2}$ have $k=-1,1,-2$. The theorems take any real $k$, which includes the nonzero integers of the atom.

The trial function is `radial a g lam`, that is $a\,r^g e^{-\lambda r}$ with a real power; `lam` is $\lambda$. The conditions $g>0$ and $\lambda>0$ make it vanish at the nucleus and decay at large distance. The hypothesis `p ≠ 0 ∨ q ≠ 0` excludes only the zero solution.

The main theorem is `solution_iff`. Three results follow from it, all for $Z>0$ and $c>0$:

- `no_solution_of_pos` excludes every $k>0$, at any energy.
- `exists_solution_iff` says that a solution of this form exists for given $k$ exactly when $k<0$ and $Z<c|k|$.
- `energy_lt_nonrelativistic` gives $E-c^2<-Z^2/(2k^2)$, so the level lies strictly below the nonrelativistic one with principal quantum number $|k|$.

For integer $k<0$ the solutions are the states $1s_{1/2}$, $2p_{3/2}$, $3d_{5/2}$ and so on. They provide exact reference energies for a four-component code, for one electron and a fixed point nucleus. States whose radial functions carry further powers of $r$, such as $2p_{1/2}$, are not treated, and neither is the spectrum of the Dirac operator as a whole.

The theorems leave the overall scale of $(p,q)$ free. Normalisation to $\int_0^\infty(P^2+Q^2)\,dr=1$ requires $p^2+q^2=(2\lambda)^{2g+1}/\Gamma(2g+1)$, of which the small component carries the fraction $(|k|-g)/(2|k|)$.

## From differential equations to four algebraic ones

The derivative of $a\,r^ge^{-\lambda r}$ is $(g/r-\lambda)$ times the function, which is `hasDerivAt_radial`. After substitution, every term contains the positive factor $r^ge^{-\lambda r}$. Cancelling it and comparing the coefficients of $1/r$ and of $1$ gives

$$(g+k)pc=Zq,\qquad (g-k)qc=-Zp,$$
$$-\lambda pc=(E+c^2)q,\qquad \lambda qc=(E-c^2)p .$$

`solution_iff_coefficients` proves that these four equations are equivalent to the differential ones. Uniqueness of the derivative turns each differential equation into an equality of numbers. Multiplied by $rc$ and freed of the common factor, this equality is linear in $r$, so its values at $r=1$ and $r=2$ determine both coefficients. In the other direction, the four equations are recombined with weights $1/r$ and $1$.

## Why k must be negative

If $p=0$, the first equation gives $Zq=0$, hence $q=0$, which is excluded. So $p\neq0$. Eliminating $q$ with the first equation and cancelling $p$ leaves the relations called `A`, `B` and `C` in the proof:

$$c^2(k^2-g^2)=Z^2,\tag{A}$$
$$(E+c^2)(g+k)+\lambda Z=0,\tag{B}$$
$$\lambda(g+k)c^2=Z(E-c^2).\tag{C}$$

Suppose $k\ge0$. Then $g+k>0$, so (C) gives $E>c^2$, while (B) requires $E<-c^2$. This is a contradiction, and hence $k<0$.

## Energy, decay constant and converse

Since $\lambda Z>0$, (B) also shows $g+k\neq0$. Multiply (B) by $c^2(g+k)$ and insert (C), then (A):

$$c^2(E+c^2)(g+k)^2+c^2(k-g)(k+g)(E-c^2)=0 .$$

Division by $c^2(g+k)$ leaves $2kE+2gc^2=0$, so $E=c^2g/|k|$. Now multiply (B) by $-k$ and use $-kE=c^2g$:

$$\lambda Z(-k)=k(E+c^2)(g+k)=c^2(k-g)(k+g)=Z^2,$$

which gives $\lambda=Z/|k|$. Relation (A) is the formula for $g$, and the first coefficient equation is the ratio of the components. In Lean, `linear_combination` checks each elimination and `mul_left_cancel₀` removes the nonzero factor.

For the converse, the stated $q$ satisfies the first coefficient equation, and (A) then gives the second. The other two follow from $E\pm c^2=c^2(g\pm|k|)/|k|$:

$$(E+c^2)q=\frac{c^3(g^2-k^2)}{|k|Z}\,p=-\lambda pc,\qquad (E-c^2)p=\frac{c^2(g+k)}{|k|}\,p=\lambda qc .$$

## Existence and the energy bound

By (A), $c^2g^2=c^2k^2-Z^2$, so $g>0$ forces $Z<c|k|$. Conversely, if $k<0$ and $Z<c|k|$, the proof takes $g=\sqrt{k^2-(Z/c)^2}$, $p=1$ and the stated values of the rest.

For the energy, (A) and $E=c^2g/|k|$ give

$$2k^2(c^2-E)-Z^2=c^2(g+k)^2 ,$$

the identity `gap`. Its right side is positive because $g+k\neq0$, and division by $2k^2$ gives the strict bound.

## The ground state and the nonrelativistic limit

For $k=-1$ and $Z<c$ the formulas give the $1s_{1/2}$ state, with $\lambda=Z$ and $E=c^2\sqrt{1-(Z/c)^2}$. If $c\to\infty$ at fixed $Z$ and $k<0$, then $g\to|k|$ and $q/p=-Z/\bigl(c(|k|+g)\bigr)\to0$. The right side of the `gap` identity also vanishes, so $E-c^2$ tends to $-Z^2/(2k^2)$; this limit is a short calculation from the formulas, whereas the Lean theorem is the strict inequality at finite $c$.
